# Sommerfeld's Dirac–Coulomb levels lie strictly below the Bohr levels with the same $n$

Let $a$ be the Coulomb coupling, $k$ the angular number and $n_r$ the radial number, with $0<a<k$ and $n_r\ge 0$. The Sommerfeld energy is then strictly smaller than the Bohr energy with principal quantum number $n=n_r+k$. As $n_r\to\infty$ at fixed $a$ and $k$, the ratio of the two binding energies tends to one, and the gap between the levels closes as $n^{-3}$.

For a one-electron ion with a fixed point nucleus, this gives the sign of the relativistic shift and its decay along a Rydberg series, which a numerical radial Dirac solver should reproduce.

## Energies and quantum numbers

All energies are in units of the rest energy, which is included in them. For a nucleus of charge number $Z$, the coupling is $a=Z\alpha$, with $\alpha$ the fine-structure constant, and $k=j+\tfrac12$, with $j$ the total angular momentum. The Sommerfeld energy is

$$E=\frac{1}{\sqrt{1+\dfrac{a^2}{\left(n_r+\sqrt{k^2-a^2}\right)^2}}}.$$

The file takes this formula as the definition `sommerfeldEnergy a k nr`; it does not derive it from the Dirac equation. Nuclear recoil, finite nuclear size and radiative corrections are absent.

```lean
import Mathlib

open Filter Topology

namespace SommerfeldBohrComparison

noncomputable section

/-- The Sommerfeld energy in units of the rest energy, for coupling `a`, angular number `k`
and radial number `nr`. -/
def sommerfeldEnergy (a k nr : ℝ) : ℝ :=
  1 / √(1 + a ^ 2 / (nr + √(k ^ 2 - a ^ 2)) ^ 2)
```

The Bohr level is $B=1-a^2/(2n^2)$. In Lean, `bohrEnergy` takes $n$ as its argument, and the theorems insert `nr + k` for it.

```lean
/-- The Bohr level with the rest energy included, in units of the rest energy. -/
def bohrEnergy (a n : ℝ) : ℝ := 1 - a ^ 2 / (2 * n ^ 2)
```

The quantum defect is $\delta=k-s$, where $s=\sqrt{k^2-a^2}$. It is the amount by which $n_r+s$ falls short of $n$.

```lean
/-- The quantum defect `k - √(k² - a²)`. -/
def quantumDefect (a k : ℝ) : ℝ := k - √(k ^ 2 - a ^ 2)
```

The last definition is the squared apparent quantum number, $M=(n_r+s)^2+a^2$.

```lean
/-- The square of the apparent principal quantum number. -/
def apparentSq (a k nr : ℝ) : ℝ := (nr + √(k ^ 2 - a ^ 2)) ^ 2 + a ^ 2
```

The numbers $a$, $k$ and $n_r$ are real in Lean, so the physical integer values of $k$ and $n_r$ are included. The hypotheses `ha : 0 < a` and `hk : a < k` stand for an attractive nucleus whose coupling is weak enough to keep $s$ real and positive. The hypothesis `hr : 0 ≤ nr` restricts the radial number. Which combinations of $n_r$ and the sign of the Dirac angular quantum number occur as bound states is not part of the statements.

## (a) $M$ in terms of $n$

For $0<a<k$ and any real $n_r$, show that
$$M=n^2-2n_r\delta .$$

Since $s^2=k^2-a^2$, expanding the square gives
$$M=n_r^2+2n_rs+s^2+a^2=n_r^2+2n_rs+k^2 .$$
Subtracting this from $n^2=n_r^2+2n_rk+k^2$ leaves $n^2-M=2n_r(k-s)=2n_r\delta$.

In Lean, `hs` is the identity for $s^2$, and `linear_combination hs` does the expansion.

```lean
/-- The squared apparent quantum number is `n²` lowered by twice the radial number times the
quantum defect, where `n = nr + k`. -/
theorem apparentSq_eq {a k : ℝ} (ha : 0 < a) (hk : a < k) (nr : ℝ) :
    apparentSq a k nr = (nr + k) ^ 2 - 2 * nr * quantumDefect a k := by
  have hs : √(k ^ 2 - a ^ 2) ^ 2 = k ^ 2 - a ^ 2 := Real.sq_sqrt (by nlinarith)
  unfold apparentSq quantumDefect
  linear_combination hs
```

## (b) The sign of the quantum defect

For $0<a<k$, show that
$$\delta>0 .$$

Because $a^2>0$, we have $k^2-a^2<k^2$. As $k$ is positive, taking roots gives $s<k$, which is the claim. The lemma `Real.sqrt_lt'` turns the comparison of $s$ with $k$ into the comparison of squares.

```lean
/-- The quantum defect is positive. -/
theorem quantumDefect_pos {a k : ℝ} (ha : 0 < a) (hk : a < k) : 0 < quantumDefect a k := by
  have h : √(k ^ 2 - a ^ 2) < k :=
    (Real.sqrt_lt' (ha.trans hk)).2 (by nlinarith [pow_pos ha 2])
  unfold quantumDefect
  linarith
```

## (c) Bounds on $M$

For $0<a<k$ and $n_r\ge0$, show that
$$a^2<M\le n^2 .$$

Since $k^2-a^2>0$, the root $s$ is positive. Hence $(n_r+s)^2>0$, and adding $a^2$ gives the lower bound. For the upper bound, (a) gives $n^2-M=2n_r\delta$, which is nonnegative by (b). The two bullets of the proof follow these two arguments.

```lean
/-- The squared apparent quantum number lies above `a²` and does not exceed `n²`. -/
theorem apparentSq_bounds {a k nr : ℝ} (ha : 0 < a) (hk : a < k) (hr : 0 ≤ nr) :
    a ^ 2 < apparentSq a k nr ∧ apparentSq a k nr ≤ (nr + k) ^ 2 := by
  constructor
  · have hs : 0 < √(k ^ 2 - a ^ 2) := Real.sqrt_pos.2 (by nlinarith)
    have hN : 0 < (nr + √(k ^ 2 - a ^ 2)) ^ 2 := by positivity
    unfold apparentSq
    linarith
  · rw [apparentSq_eq ha hk]
    have h := mul_nonneg hr (quantumDefect_pos ha hk).le
    linarith
```

## (d) The energy as a single root

Under the same hypotheses, show that
$$E=\sqrt{1-\frac{a^2}{M}} .$$

Write $N=n_r+s$, which is positive, so that $M=N^2+a^2$. Then
$$E=\frac{1}{\sqrt{(N^2+a^2)/N^2}}=\sqrt{\frac{N^2}{N^2+a^2}}=\sqrt{1-\frac{a^2}{N^2+a^2}} .$$

The `generalize` step introduces the same $N$. The fact `h2` puts the radicand over a common denominator, and `Real.sqrt_inv` moves the reciprocal inside the root.

```lean
/-- The Sommerfeld energy is `√(1 - a²/M)`, with `M` the squared apparent quantum number. -/
theorem energy_eq {a k nr : ℝ} (ha : 0 < a) (hk : a < k) (hr : 0 ≤ nr) :
    sommerfeldEnergy a k nr = √(1 - a ^ 2 / apparentSq a k nr) := by
  have hs : 0 < √(k ^ 2 - a ^ 2) := Real.sqrt_pos.2 (by nlinarith)
  have hN : 0 < nr + √(k ^ 2 - a ^ 2) := by positivity
  unfold sommerfeldEnergy apparentSq
  generalize nr + √(k ^ 2 - a ^ 2) = N at hN ⊢
  have h1 : N ^ 2 + a ^ 2 ≠ 0 := by positivity
  have h2 : 1 + a ^ 2 / N ^ 2 = (N ^ 2 + a ^ 2) / N ^ 2 := by
    rw [add_div, div_self (pow_pos hN 2).ne']
  rw [one_div, ← Real.sqrt_inv, h2, inv_div]
  congr 1
  rw [eq_sub_iff_add_eq, ← add_div, div_self h1]
```

## (e) Comparison with the Bohr level

Under the same hypotheses, show that
$$E\le\sqrt{1-\frac{a^2}{n^2}}<1-\frac{a^2}{2n^2} .$$

By (c), $0<M\le n^2$, so $a^2/M\ge a^2/n^2$ and
$$1-\frac{a^2}{M}\le 1-\frac{a^2}{n^2}.$$
The square root is monotone, so (d) gives the first inequality.

For the second, put $x=a^2/n^2$. By (c), $0<x<1$, hence $1-x/2>0$, and
$$\left(1-\frac{x}{2}\right)^2=1-x+\frac{x^2}{4}>1-x .$$
Taking positive roots gives $\sqrt{1-x}<1-x/2$. Together the two inequalities yield $E<B$.

The Lean statement is a conjunction of the two inequalities. `Real.sqrt_le_sqrt` supplies the monotonicity, and the final `nlinarith` uses $x^2>0$ to close the comparison of squares.

```lean
/-- With `n = nr + k`, the Sommerfeld energy is at most `√(1 - a²/n²)`, which is strictly less than
the Bohr level. -/
theorem dirac_below_bohr {a k nr : ℝ} (ha : 0 < a) (hk : a < k) (hr : 0 ≤ nr) :
    sommerfeldEnergy a k nr ≤ √(1 - a ^ 2 / (nr + k) ^ 2) ∧
      √(1 - a ^ 2 / (nr + k) ^ 2) < bohrEnergy a (nr + k) := by
  obtain ⟨hM, hMn⟩ := apparentSq_bounds ha hk hr
  have ha2 : 0 < a ^ 2 := pow_pos ha 2
  constructor
  · rw [energy_eq ha hk hr]
    apply Real.sqrt_le_sqrt
    have h := div_le_div_of_nonneg_left ha2.le (ha2.trans hM) hMn
    linarith
  · -- with x = a²/n², this is 1 - x < (1 - x/2)²
    have hn : 0 < (nr + k) ^ 2 := by linarith
    have hx : 0 < a ^ 2 / (nr + k) ^ 2 := div_pos ha2 hn
    have hx1 : a ^ 2 / (nr + k) ^ 2 < 1 := (div_lt_one hn).2 (by linarith)
    have e : a ^ 2 / (2 * (nr + k) ^ 2) = a ^ 2 / (nr + k) ^ 2 / 2 := by
      rw [div_div, mul_comm]
    rw [bohrEnergy, e, Real.sqrt_lt' (by linarith)]
    nlinarith [pow_pos hx 2]
```

## (f) When the first inequality is an equality

Under the same hypotheses, show that
$$E=\sqrt{1-\frac{a^2}{n^2}}\quad\Longleftrightarrow\quad n_r=0 .$$

Suppose the equality holds. By (c), both radicands $1-a^2/M$ and $1-a^2/n^2$ are nonnegative, so equal roots have equal radicands. Thus $a^2/M=a^2/n^2$, and since $a\ne0$, $M=n^2$. Part (a) turns this into $n_r\delta=0$, and $\delta>0$ forces $n_r=0$. Conversely, $n_r=0$ gives $M=n^2$ by (a), and the equality follows from (d).

The steps `h3`, `h4` and `h5` are the equal fractions, the equal denominators and the vanishing product. Even at $n_r=0$ the Bohr level remains strictly higher, by the second inequality in (e).

```lean
/-- The Sommerfeld energy equals `√(1 - a²/n²)`, where `n = nr + k`, exactly when the radial number
vanishes. -/
theorem energy_eq_bound_iff {a k nr : ℝ} (ha : 0 < a) (hk : a < k) (hr : 0 ≤ nr) :
    sommerfeldEnergy a k nr = √(1 - a ^ 2 / (nr + k) ^ 2) ↔ nr = 0 := by
  obtain ⟨hM, hMn⟩ := apparentSq_bounds ha hk hr
  have ha2 : 0 < a ^ 2 := pow_pos ha 2
  have hM0 : 0 < apparentSq a k nr := ha2.trans hM
  have hn : 0 < (nr + k) ^ 2 := by linarith
  rw [energy_eq ha hk hr]
  constructor
  · intro h
    rw [Real.sqrt_inj (sub_nonneg.2 ((div_le_one hM0).2 hM.le))
      (sub_nonneg.2 ((div_le_one hn).2 (by linarith)))] at h
    have h3 : a ^ 2 / apparentSq a k nr = a ^ 2 / (nr + k) ^ 2 := by linarith
    rw [div_eq_div_iff hM0.ne' hn.ne'] at h3
    have h4 := mul_left_cancel₀ ha2.ne' h3
    rw [apparentSq_eq ha hk] at h4
    have h5 : nr * quantumDefect a k = 0 := by linarith
    exact (mul_eq_zero.1 h5).resolve_right (quantumDefect_pos ha hk).ne'
  · intro h
    rw [apparentSq_eq ha hk, h]
    simp
```

## (g) Growth of $M$

From here on, $x$ denotes the radial number, as in the Lean limits, so $n=x+k$, and $M$ and $E$ are functions of $x$. Show that
$$\frac{x^2}{M}\to1\qquad(x\to\infty).$$

For $x>0$, divide numerator and denominator by $x^2$:
$$\frac{x^2}{M}=\frac{1}{(1+s/x)^2+a^2/x^2} .$$
Both $s/x$ and $a^2/x^2$ tend to zero, so the quotient tends to $1$.

`Tendsto … atTop (𝓝 1)` expresses this limit over real $x$, which contains the limit along the integers. Lean first proves it for the right-hand side; `congr'` then transfers it to the left-hand side, because the two agree for all $x>0$.

```lean
/-- The squared radial number divided by the squared apparent quantum number tends to one. -/
theorem tendsto_ratio (a k : ℝ) :
    Tendsto (fun x : ℝ => x ^ 2 / apparentSq a k x) atTop (𝓝 1) := by
  unfold apparentSq
  generalize √(k ^ 2 - a ^ 2) = s
  have hu : Tendsto (fun x : ℝ => x⁻¹) atTop (𝓝 0) := tendsto_inv_atTop_zero
  have h : Tendsto (fun x : ℝ => ((1 + s * x⁻¹) ^ 2 + a ^ 2 * (x⁻¹) ^ 2)⁻¹) atTop
      (𝓝 (((1 + s * 0) ^ 2 + a ^ 2 * 0 ^ 2)⁻¹)) :=
    ((((hu.const_mul s).const_add 1).pow 2).add ((hu.pow 2).const_mul (a ^ 2))).inv₀
      (by norm_num)
  have hL : ((1 + s * 0) ^ 2 + a ^ 2 * 0 ^ 2)⁻¹ = (1 : ℝ) := by norm_num
  rw [hL] at h
  refine h.congr' ?_
  filter_upwards [eventually_gt_atTop 0] with x hx
  have e : (1 + s * x⁻¹) ^ 2 + a ^ 2 * (x⁻¹) ^ 2 = ((x + s) ^ 2 + a ^ 2) / x ^ 2 := by
    field_simp
  rw [e, inv_div]
```

## (h) The limit of the scaled binding energy

For $0<a<k$, show that
$$n^2(1-E)\to\frac{a^2}{2}\qquad(x\to\infty).$$

First, $a^2/M=(a^2/x^2)(x^2/M)\to0$ by (g), so $E\to1$ by (d) and continuity of the root. Next, (d) gives $1-E^2=a^2/M$, and factoring the left-hand side yields
$$1-E=\frac{a^2/M}{1+E} .$$
Since $n=x(1+k/x)$,
$$n^2(1-E)=a^2\,\frac{(1+k/x)^2\,(x^2/M)}{1+E}\to a^2\cdot\frac{1\cdot1}{2} .$$

The Bohr binding energy satisfies $n^2(1-B)=a^2/2$ exactly, so the ratio of the binding energies tends to one. In the proof, `hE` is the limit of $E$, `h` is the limit of the last quotient, and `h1` is the factored formula for $1-E$.

```lean
/-- As the radial number `x` grows, `n²(1 - E)` tends to the Bohr value `a²/2`, where `n = x + k`
and `E` is the Sommerfeld energy. -/
theorem tendsto_binding {a k : ℝ} (ha : 0 < a) (hk : a < k) :
    Tendsto (fun x : ℝ => (x + k) ^ 2 * (1 - sommerfeldEnergy a k x)) atTop
      (𝓝 (a ^ 2 / 2)) := by
  have hu : Tendsto (fun x : ℝ => x⁻¹) atTop (𝓝 0) := tendsto_inv_atTop_zero
  have hq := tendsto_ratio a k
  -- the energy itself tends to the rest energy
  have hE : Tendsto (fun x : ℝ => sommerfeldEnergy a k x) atTop (𝓝 1) := by
    have h : Tendsto (fun x : ℝ => √(1 - a ^ 2 * (x⁻¹) ^ 2 * (x ^ 2 / apparentSq a k x)))
        atTop (𝓝 (√(1 - a ^ 2 * 0 ^ 2 * 1))) :=
      (Real.continuous_sqrt.tendsto _).comp
        ((((hu.pow 2).const_mul (a ^ 2)).mul hq).const_sub 1)
    have hL : √(1 - a ^ 2 * 0 ^ 2 * 1) = 1 := by simp
    rw [hL] at h
    refine h.congr' ?_
    filter_upwards [eventually_gt_atTop 0] with x hx
    have hM : apparentSq a k x ≠ 0 :=
      ((pow_pos ha 2).trans (apparentSq_bounds ha hk hx.le).1).ne'
    have e : a ^ 2 * (x⁻¹) ^ 2 * (x ^ 2 / apparentSq a k x) = a ^ 2 / apparentSq a k x := by
      field_simp
    rw [energy_eq ha hk hx.le, e]
  have h : Tendsto (fun x : ℝ => a ^ 2 * ((1 + k * x⁻¹) ^ 2 * (x ^ 2 / apparentSq a k x) /
      (1 + sommerfeldEnergy a k x))) atTop (𝓝 (a ^ 2 * ((1 + k * 0) ^ 2 * 1 / (1 + 1)))) :=
    (((((hu.const_mul k).const_add 1).pow 2).mul hq).div (hE.const_add 1)
      (by norm_num)).const_mul (a ^ 2)
  have hL : a ^ 2 * ((1 + k * 0) ^ 2 * 1 / (1 + 1)) = a ^ 2 / 2 := by ring
  rw [hL] at h
  refine h.congr' ?_
  filter_upwards [eventually_gt_atTop 0] with x hx
  obtain ⟨hM, -⟩ := apparentSq_bounds ha hk hx.le
  have hE0 : 0 ≤ sommerfeldEnergy a k x := by
    rw [energy_eq ha hk hx.le]; exact Real.sqrt_nonneg _
  have hsq : sommerfeldEnergy a k x ^ 2 = 1 - a ^ 2 / apparentSq a k x := by
    rw [energy_eq ha hk hx.le]
    exact Real.sq_sqrt (sub_nonneg.2 ((div_le_one ((pow_pos ha 2).trans hM)).2 hM.le))
  have h1 : 1 - sommerfeldEnergy a k x =
      a ^ 2 / apparentSq a k x / (1 + sommerfeldEnergy a k x) := by
    rw [eq_div_iff (by linarith)]
    linear_combination -hsq
  have h2 : (1 + k * x⁻¹) * x = x + k := by
    rw [add_mul, mul_assoc, inv_mul_cancel₀ hx.ne', one_mul, mul_one]
  rw [h1, ← h2]
  ring
```

## (i) The limit of the scaled gap

For $0<a<k$, show that
$$n^3(B-E)\to a^2\delta\qquad(x\to\infty).$$

Write $\varepsilon=1-E$. From $E^2=1-a^2/M$ we get $2\varepsilon-\varepsilon^2=a^2/M$, so
$$\varepsilon=\frac{a^2}{2M}+\frac{\varepsilon^2}{2} .$$
Now $B-E=\varepsilon-a^2/(2n^2)$, and (a) gives $n^2-M=2x\delta$. Therefore
$$B-E=\frac{a^2(n^2-M)}{2Mn^2}+\frac{\varepsilon^2}{2}=\frac{a^2x\delta}{Mn^2}+\frac{\varepsilon^2}{2} .$$
Multiplying by $n^3$ gives
$$n^3(B-E)=a^2\delta\,\frac{nx}{M}+\frac{(n^2\varepsilon)^2}{2n} .$$
In the first term, $nx/M=(1+k/x)(x^2/M)\to1$ by (g). In the second, $n^2\varepsilon\to a^2/2$ by (h), while $1/n\to0$. Only $a^2\delta$ survives.

Lean takes the limit of this two-term expression in `h`. The identities `t1` and `t2` remove the inverses of $x$ and $n$ from it, `t3` simplifies the Bohr term of the scaled gap, `t4` relates $n^2$ to $M$ and the quantum defect through (a), and the closing `linear_combination` identifies the expression with the scaled gap.

```lean
/-- As the radial number `x` grows, with `n = x + k`, `n³` times the difference between the Bohr
level and the Sommerfeld energy tends to `a²` times the quantum defect. -/
theorem tendsto_gap {a k : ℝ} (ha : 0 < a) (hk : a < k) :
    Tendsto (fun x : ℝ => (x + k) ^ 3 * (bohrEnergy a (x + k) - sommerfeldEnergy a k x))
      atTop (𝓝 (a ^ 2 * quantumDefect a k)) := by
  have hu : Tendsto (fun x : ℝ => x⁻¹) atTop (𝓝 0) := tendsto_inv_atTop_zero
  have hv : Tendsto (fun x : ℝ => (x + k)⁻¹) atTop (𝓝 0) :=
    tendsto_inv_atTop_zero.comp (tendsto_atTop_add_const_right atTop k tendsto_id)
  have h : Tendsto (fun x : ℝ => a ^ 2 * quantumDefect a k *
      ((1 + k * x⁻¹) * (x ^ 2 / apparentSq a k x)) +
      ((x + k) ^ 2 * (1 - sommerfeldEnergy a k x)) ^ 2 * (x + k)⁻¹ / 2) atTop
      (𝓝 (a ^ 2 * quantumDefect a k * ((1 + k * 0) * 1) + (a ^ 2 / 2) ^ 2 * 0 / 2)) :=
    ((((hu.const_mul k).const_add 1).mul (tendsto_ratio a k)).const_mul _).add
      ((((tendsto_binding ha hk).pow 2).mul hv).div_const 2)
  have hL : a ^ 2 * quantumDefect a k * ((1 + k * 0) * 1) + (a ^ 2 / 2) ^ 2 * 0 / 2 =
      a ^ 2 * quantumDefect a k := by ring
  rw [hL] at h
  refine h.congr' ?_
  filter_upwards [eventually_gt_atTop 0] with x hx
  obtain ⟨hM, -⟩ := apparentSq_bounds ha hk hx.le
  have hM0 : 0 < apparentSq a k x := (pow_pos ha 2).trans hM
  have hn : x + k ≠ 0 := by linarith
  have hsq : sommerfeldEnergy a k x ^ 2 = 1 - a ^ 2 / apparentSq a k x := by
    rw [energy_eq ha hk hx.le]
    exact Real.sq_sqrt (sub_nonneg.2 ((div_le_one hM0).2 hM.le))
  have t1 : (1 + k * x⁻¹) * (x ^ 2 / apparentSq a k x) =
      (x + k) * x / apparentSq a k x := by
    field_simp
  have t2 : ((x + k) ^ 2 * (1 - sommerfeldEnergy a k x)) ^ 2 * (x + k)⁻¹ =
      (x + k) ^ 3 * (1 - sommerfeldEnergy a k x) ^ 2 := by
    field_simp
  have t3 : (x + k) ^ 3 * (a ^ 2 / (2 * (x + k) ^ 2)) = (x + k) * a ^ 2 / 2 := by
    field_simp
  -- the quantum defect enters through n² = M + 2 nr δ
  have hc : a ^ 2 / apparentSq a k x * apparentSq a k x = a ^ 2 :=
    div_mul_cancel₀ _ hM0.ne'
  have t4 : a ^ 2 / apparentSq a k x * (x + k) ^ 2 =
      a ^ 2 + 2 * x * quantumDefect a k * (a ^ 2 / apparentSq a k x) := by
    linear_combination hc - (a ^ 2 / apparentSq a k x) * apparentSq_eq ha hk x
  rw [t1, t2, bohrEnergy]
  linear_combination t3 + (x + k) ^ 3 / 2 * hsq - (x + k) / 2 * t4

end

end SommerfeldBohrComparison
```

```lean
#print axioms SommerfeldBohrComparison.dirac_below_bohr
#print axioms SommerfeldBohrComparison.energy_eq_bound_iff
#print axioms SommerfeldBohrComparison.tendsto_gap
```

```
'SommerfeldBohrComparison.dirac_below_bohr' depends on axioms: [propext, Classical.choice, Quot.sound]
'SommerfeldBohrComparison.energy_eq_bound_iff' depends on axioms: [propext, Classical.choice, Quot.sound]
'SommerfeldBohrComparison.tendsto_gap' depends on axioms: [propext, Classical.choice, Quot.sound]
```
